# A nonzero shift of all its zero modes makes a real symmetric Hessian invertible

How does a free molecule deform under a static force, when its Hessian H has zero modes and therefore no inverse? We describe these modes by a real matrix Z whose orthonormal columns span exactly the kernel of H, and do not construct them from the translations and rotations of a particular geometry. For a real number c ≠ 0, define

S = H + c Z Zᵀ,  K = S⁻¹ − c⁻¹ Z Zᵀ.

The constant c is an artificial force constant, which for c > 0 acts as a spring holding the molecule along its zero modes. The claim is that S is invertible, that K is symmetric and independent of c, and that

HK = KH = 1 − Z Zᵀ,  HKH = H,  KHK = K.

In the harmonic approximation about a stationary geometry, K is the compliance matrix: it turns an applied static force f without zero-mode component into a displacement x = Kf whose restoring force −Hx balances f. The Hessian may come from an electronic-structure calculation or from a force field.

## From the kernel to the compliance matrix

Write P = Z Zᵀ. Since ZᵀZ = 1, we have PP = P. Each column of Z lies in the kernel, so HZ = 0. Transposing and using Hᵀ = H gives ZᵀH = 0. Hence HP = PH = 0.

Suppose Sv = 0. Because

ZᵀS = ZᵀH + c ZᵀZ Zᵀ = c Zᵀ,

we get c Zᵀv = 0, so Zᵀv = 0. Then Sv = 0 reduces to Hv = 0, and v = Za for some a. But a = ZᵀZa = Zᵀv = 0, so v = 0. The square matrix S is therefore invertible.

Next,

S(1 − P) = H − HP + cP − cPP = H,

so S⁻¹H = 1 − P. Since PH = 0, also KH = 1 − P. Both S and P are symmetric, hence so is K, and transposition gives HK = 1 − P. Then HKH = (1 − P)H = H. From SZ = cZ follows S⁻¹Z = c⁻¹Z, so KZ = c⁻¹Z − c⁻¹Z = 0 and KHK = K(1 − P) = K.

Let K₁ be the matrix for c = 1. The products with H do not contain c, so

K = KHK = KHK₁ = K₁HK₁ = K₁.

Finally, let f be a force with Zᵀf = 0. If Hx = f and Zᵀx = 0, then Kf = KHx = x − Z Zᵀx = x. Conversely, x = Kf satisfies Hx = (1 − P)f = f and Zᵀx = (KZ)ᵀf = 0.

## A spring between two atoms, and the same atoms without it

Take two atoms on a line, numbered 0 and 1, joined by a spring of force constant 2. The zero mode is (1, 1)/√2. With c = 1,

H = [[2, −2], [−2, 2]],  S = [[2.5, −1.5], [−1.5, 2.5]],  det S = 4,

S⁻¹ = [[0.625, 0.375], [0.375, 0.625]],  K = [[0.125, −0.125], [−0.125, 0.125]].

The stretching force f = (−1, 1) gives Kf = (−0.25, 0.25). The bond lengthens by 0.5, the force divided by the force constant.

Now remove the spring, so that H = 0, but keep only the translation in Z. Its column is still a normalised zero mode, yet S = (c/2)[[1, 1], [1, 1]] annihilates (1, −1) for every c. Orthonormal zero modes are thus not enough if one is missing.

## Coordinates, modes and the shifted matrix in Lean

The finite type `n` labels the Cartesian coordinates and `k` labels the zero modes. Either may be empty; without zero modes, K is simply H⁻¹.

```lean
import Mathlib

open Matrix

namespace HessianZeroModes

noncomputable section

variable {n k : Type*} [Fintype n] [DecidableEq n] [Fintype k] [DecidableEq k]
```

In the next definition, `*ᵥ` applies a matrix to a vector. The equivalence in `spans` says both that every combination of columns is a zero mode and that every zero mode is such a combination.

```lean
/-- The columns of `Z` are orthonormal and span exactly the zero modes of the Hessian `H`. -/
structure IsZeroModeBasis (H : Matrix n n ℝ) (Z : Matrix n k ℝ) : Prop where
  orthonormal : Zᵀ * Z = 1
  spans : ∀ v, H *ᵥ v = 0 ↔ ∃ a, v = Z *ᵥ a
```

For a real molecule, one step remains with the user: showing that its orthonormalised translations and rotations form such a `Z`. This requires a stationary geometry and no further zero modes.

```lean
/-- The Hessian with the modes in `Z` shifted by the force constant `c`. -/
def shiftedHessian (H : Matrix n n ℝ) (Z : Matrix n k ℝ) (c : ℝ) : Matrix n n ℝ :=
  H + c • (Z * Zᵀ)
```

The matrix K is called `compliance`. Lean assigns a value to `⁻¹` even for a singular matrix, so the formula has its intended meaning only once invertibility is known.

```lean
/-- The compliance matrix: invert the shifted Hessian, then remove the contribution of the
shifted modes. It is meant for `c ≠ 0` and an invertible shifted Hessian. -/
def compliance (H : Matrix n n ℝ) (Z : Matrix n k ℝ) (c : ℝ) : Matrix n n ℝ :=
  (shiftedHessian H Z c)⁻¹ - c⁻¹ • (Z * Zᵀ)
```

## Invertibility and completeness of the modes

The first lemma obtains HZ = 0 column by column, applying `spans` to each column, written as `Z *ᵥ Pi.single j 1`, and then transposes.

```lean
variable {H : Matrix n n ℝ} {Z : Matrix n k ℝ} {c : ℝ}

omit [DecidableEq n] in
/-- A symmetric Hessian annihilates its zero-mode basis from both sides. -/
theorem hessian_modes (hH : Hᵀ = H) (h : IsZeroModeBasis H Z) : H * Z = 0 ∧ Zᵀ * H = 0 := by
  have hHZ : H * Z = 0 := by
    ext i j
    have h0 := (h.spans (Z *ᵥ Pi.single j 1)).2 ⟨_, rfl⟩
    rw [Matrix.mulVec_mulVec] at h0
    simpa [Matrix.mulVec_single_one] using congrFun h0 i
  have h0 := congrArg Matrix.transpose hHZ
  rw [Matrix.transpose_mul, hH, Matrix.transpose_zero] at h0
  exact ⟨hHZ, h0⟩
```

Invertibility is expressed by `IsUnit`. The proof assumes a zero determinant, takes the resulting nonzero null vector v, and shows v = 0 as above; `hZS` is the identity ZᵀS = c Zᵀ.

```lean
/-- For a symmetric Hessian, shifting all zero modes by a nonzero force constant gives an
invertible matrix. -/
theorem shifted_isUnit (hH : Hᵀ = H) (h : IsZeroModeBasis H Z) (hc : c ≠ 0) :
    IsUnit (shiftedHessian H Z c) := by
  have hZS : Zᵀ * shiftedHessian H Z c = c • Zᵀ := by
    rw [shiftedHessian, Matrix.mul_add, (hessian_modes hH h).2, zero_add, Matrix.mul_smul,
      ← Matrix.mul_assoc, h.orthonormal, Matrix.one_mul]
  rw [Matrix.isUnit_iff_isUnit_det, isUnit_iff_ne_zero]
  intro hdet
  obtain ⟨v, hv, h0⟩ := Matrix.exists_mulVec_eq_zero_iff.2 hdet
  -- a null vector of the shifted Hessian has no zero-mode component
  have h1 : Zᵀ *ᵥ v = 0 := by
    have h2 : c • (Zᵀ *ᵥ v) = 0 := by
      rw [← Matrix.smul_mulVec, ← hZS, ← Matrix.mulVec_mulVec, h0, Matrix.mulVec_zero]
    exact (smul_eq_zero.1 h2).resolve_left hc
  -- hence it is a null vector of the Hessian itself
  rw [shiftedHessian, Matrix.add_mulVec, Matrix.smul_mulVec, ← Matrix.mulVec_mulVec, h1,
    Matrix.mulVec_zero, smul_zero, add_zero] at h0
  obtain ⟨a, rfl⟩ := (h.spans v).1 h0
  rw [Matrix.mulVec_mulVec, h.orthonormal, Matrix.one_mulVec] at h1
  exact hv (by rw [h1, Matrix.mulVec_zero])
```

The equation `e` below is S(1 − P) = H. Neither the symmetry of H nor the completeness of Z is used here; invertibility of S is assumed instead.

```lean
/-- If the orthonormal columns of `Z` are zero modes and the shifted Hessian is invertible, its
inverse times `H` is the projector onto the complement of these modes. -/
theorem inv_shifted_mul_hessian (hZ : Zᵀ * Z = 1) (hHZ : H * Z = 0)
    (hS : IsUnit (shiftedHessian H Z c)) : (shiftedHessian H Z c)⁻¹ * H = 1 - Z * Zᵀ := by
  have hdet := (Matrix.isUnit_iff_isUnit_det _).1 hS
  have hP : Z * Zᵀ * (Z * Zᵀ) = Z * Zᵀ := by
    rw [Matrix.mul_assoc, ← Matrix.mul_assoc Zᵀ Z Zᵀ, hZ, Matrix.one_mul]
  have hHP : H * (Z * Zᵀ) = 0 := by rw [← Matrix.mul_assoc, hHZ, Matrix.zero_mul]
  -- projecting the modes out of the shifted Hessian gives back `H`
  have e : shiftedHessian H Z c * (1 - Z * Zᵀ) = H := by
    rw [shiftedHessian, Matrix.mul_sub, Matrix.mul_one, Matrix.add_mul, hHP, Matrix.smul_mul, hP]
    simp
  calc (shiftedHessian H Z c)⁻¹ * H
      = (shiftedHessian H Z c)⁻¹ * (shiftedHessian H Z c * (1 - Z * Zᵀ)) := by rw [e]
    _ = 1 - Z * Zᵀ := by
      rw [← Matrix.mul_assoc, Matrix.nonsing_inv_mul _ hdet, Matrix.one_mul]
```

This permits a converse. If Hv = 0, then 0 = S⁻¹Hv = v − Z(Zᵀv), so v is a combination of the columns of Z. An invertible shifted Hessian therefore certifies that no zero mode was missed.

```lean
/-- Converse: if the orthonormal columns of `Z` are zero modes and the shifted Hessian is
invertible, then `Z` spans all zero modes. -/
theorem isZeroModeBasis_of_isUnit (hZ : Zᵀ * Z = 1) (hHZ : H * Z = 0)
    (hS : IsUnit (shiftedHessian H Z c)) : IsZeroModeBasis H Z := by
  refine ⟨hZ, fun v => ⟨fun hv => ⟨Zᵀ *ᵥ v, ?_⟩, ?_⟩⟩
  · have h1 : (1 - Z * Zᵀ) *ᵥ v = 0 := by
      rw [← inv_shifted_mul_hessian hZ hHZ hS, ← Matrix.mulVec_mulVec, hv, Matrix.mulVec_zero]
    rw [Matrix.sub_mulVec, Matrix.one_mulVec, ← Matrix.mulVec_mulVec] at h1
    exact sub_eq_zero.1 h1
  · rintro ⟨a, rfl⟩
    rw [Matrix.mulVec_mulVec, hHZ, Matrix.zero_mulVec]
```

## The compliance identities and the static response

The relation KZ = 0 comes from SZ = cZ, named `hSZ`.

```lean
/-- The compliance matrix of a symmetric Hessian, built with a nonzero shift of all zero modes,
gives no response along these modes. -/
theorem compliance_mul_modes (hH : Hᵀ = H) (h : IsZeroModeBasis H Z) (hc : c ≠ 0) :
    compliance H Z c * Z = 0 := by
  have hdet := (Matrix.isUnit_iff_isUnit_det _).1 (shifted_isUnit hH h hc)
  have hSZ : shiftedHessian H Z c * Z = c • Z := by
    rw [shiftedHessian, Matrix.add_mul, (hessian_modes hH h).1, zero_add, Matrix.smul_mul,
      Matrix.mul_assoc, h.orthonormal, Matrix.mul_one]
  have hinv : c • ((shiftedHessian H Z c)⁻¹ * Z) = Z := by
    rw [← Matrix.mul_smul, ← hSZ, ← Matrix.mul_assoc, Matrix.nonsing_inv_mul _ hdet,
      Matrix.one_mul]
  have hinv' : (shiftedHessian H Z c)⁻¹ * Z = c⁻¹ • Z := by
    rw [← inv_smul_smul₀ hc ((shiftedHessian H Z c)⁻¹ * Z), hinv]
  rw [compliance, Matrix.sub_mul, hinv', Matrix.smul_mul, Matrix.mul_assoc, h.orthonormal,
    Matrix.mul_one, sub_self]
```

The main theorem collects symmetry and the four product identities. Since 1 − Z Zᵀ is symmetric, K meets the four Penrose conditions and is the Moore–Penrose inverse of H; that name relies on the general uniqueness of such a matrix, which we take from linear algebra.

```lean
/-- For a symmetric Hessian and a nonzero shift of all its zero modes, the compliance matrix `K`
is symmetric, inverts `H` on the complement of the zero modes, and obeys `HKH = H`, `KHK = K`. -/
theorem compliance_spec (hH : Hᵀ = H) (h : IsZeroModeBasis H Z) (hc : c ≠ 0) :
    (compliance H Z c)ᵀ = compliance H Z c ∧
    H * compliance H Z c = 1 - Z * Zᵀ ∧
    compliance H Z c * H = 1 - Z * Zᵀ ∧
    H * compliance H Z c * H = H ∧
    compliance H Z c * H * compliance H Z c = compliance H Z c := by
  obtain ⟨hHZ, hZH⟩ := hessian_modes hH h
  have hSs : (shiftedHessian H Z c)ᵀ = shiftedHessian H Z c := by
    simp [shiftedHessian, hH]
  have hKs : (compliance H Z c)ᵀ = compliance H Z c := by
    rw [compliance, Matrix.transpose_sub, Matrix.transpose_nonsing_inv, hSs,
      Matrix.transpose_smul, Matrix.transpose_mul, Matrix.transpose_transpose]
  have hKH : compliance H Z c * H = 1 - Z * Zᵀ := by
    rw [compliance, Matrix.sub_mul,
      inv_shifted_mul_hessian h.orthonormal hHZ (shifted_isUnit hH h hc), Matrix.smul_mul,
      Matrix.mul_assoc, hZH, Matrix.mul_zero, smul_zero, sub_zero]
  -- the other product follows by transposition
  have hHK : H * compliance H Z c = 1 - Z * Zᵀ := by
    have h1 := congrArg Matrix.transpose hKH
    rw [Matrix.transpose_mul, hKs, hH] at h1
    rw [h1]
    simp
  refine ⟨hKs, hHK, hKH, ?_, ?_⟩
  · rw [hHK, Matrix.sub_mul, Matrix.one_mul, Matrix.mul_assoc, hZH, Matrix.mul_zero, sub_zero]
  · rw [Matrix.mul_assoc, hHK, Matrix.mul_sub, Matrix.mul_one, ← Matrix.mul_assoc,
      compliance_mul_modes hH h hc, Matrix.zero_mul, sub_zero]
```

Independence of c is stated as equality with the unit-shift formula. The `calc` block is the chain from K to K₁.

```lean
/-- For a symmetric Hessian, every nonzero shift of all the zero modes gives the same compliance
matrix as the unit shift. -/
theorem compliance_eq_unit_shift (hH : Hᵀ = H) (h : IsZeroModeBasis H Z) (hc : c ≠ 0) :
    compliance H Z c = (H + Z * Zᵀ)⁻¹ - Z * Zᵀ := by
  obtain ⟨-, hHK, hKH, -, e⟩ := compliance_spec hH h hc
  obtain ⟨-, hHK1, hKH1, -, e1⟩ := compliance_spec hH h (one_ne_zero : (1 : ℝ) ≠ 0)
  calc compliance H Z c = compliance H Z c * H * compliance H Z c := e.symm
    _ = compliance H Z c * (H * compliance H Z 1) := by rw [Matrix.mul_assoc, hHK, hHK1]
    _ = compliance H Z 1 * H * compliance H Z 1 := by rw [← Matrix.mul_assoc, hKH, hKH1]
    _ = compliance H Z 1 := e1
    _ = (H + Z * Zᵀ)⁻¹ - Z * Zᵀ := by simp [compliance, shiftedHessian]
```

The response theorem is an equivalence, so it gives existence and uniqueness of the displacement together. Coordinates are not mass-weighted: for translations, the condition Zᵀx = 0 fixes the unweighted centroid, which for unequal masses is in general not the centre of mass.

```lean
/-- Let `H` be symmetric, all its zero modes be shifted by `c ≠ 0`, and the force `f` have no
zero-mode component. Then `K f` is the only solution of `H x = f` without such a component. -/
theorem static_response (hH : Hᵀ = H) (h : IsZeroModeBasis H Z) (hc : c ≠ 0)
    {f : n → ℝ} (hf : Zᵀ *ᵥ f = 0) (x : n → ℝ) :
    (H *ᵥ x = f ∧ Zᵀ *ᵥ x = 0) ↔ x = compliance H Z c *ᵥ f := by
  obtain ⟨hKs, hHK, hKH, -, -⟩ := compliance_spec hH h hc
  constructor
  · rintro ⟨hx, hx0⟩
    rw [← hx, Matrix.mulVec_mulVec, hKH, Matrix.sub_mulVec, Matrix.one_mulVec,
      ← Matrix.mulVec_mulVec, hx0, Matrix.mulVec_zero, sub_zero]
  · rintro rfl
    have hZK := congrArg Matrix.transpose (compliance_mul_modes hH h hc)
    rw [Matrix.transpose_mul, hKs, Matrix.transpose_zero] at hZK
    constructor
    · rw [Matrix.mulVec_mulVec, hHK, Matrix.sub_mulVec, Matrix.one_mulVec,
        ← Matrix.mulVec_mulVec, hf, Matrix.mulVec_zero, sub_zero]
    · rw [Matrix.mulVec_mulVec, hZK, Matrix.zero_mulVec]
```

## The diatomic Hessian and its translation

Here `κ` is the force constant of the spring.

```lean
/-- The Hessian of two atoms on a line joined by a spring of force constant `κ`. -/
def diatomicHessian (κ : ℝ) : Matrix (Fin 2) (Fin 2) ℝ := !![κ, -κ; -κ, κ]

/-- The normalised common translation of two atoms on a line. -/
def diatomicTranslation : Matrix (Fin 2) (Fin 1) ℝ := Matrix.of fun _ _ => (√2)⁻¹
```

For κ ≠ 0, the last theorem verifies both the symmetry and the zero-mode conditions. The proof writes s for 1/√2 and keeps only s² = 1/2. A null vector has κ(v₀ − v₁) = 0, hence v₀ = v₁, and its coefficient along the translation is 2s v₀.

```lean
/-- For a nonzero force constant the diatomic Hessian is symmetric, and the common translation
is an orthonormal basis of its zero modes. -/
theorem diatomic_witness {κ : ℝ} (hκ : κ ≠ 0) :
    (diatomicHessian κ)ᵀ = diatomicHessian κ ∧
    IsZeroModeBasis (diatomicHessian κ) diatomicTranslation := by
  have hs : (√2)⁻¹ * (√2)⁻¹ = (1 / 2 : ℝ) := by
    rw [← mul_inv, Real.mul_self_sqrt (by norm_num)]
    norm_num
  unfold diatomicTranslation
  generalize (√2)⁻¹ = s at hs ⊢
  refine ⟨?_, ?_, fun v => ⟨fun hv => ⟨fun _ => 2 * s * v 0, ?_⟩, ?_⟩⟩
  · ext i j
    fin_cases i <;> fin_cases j <;> simp [diatomicHessian]
  · ext i j
    fin_cases i
    fin_cases j
    simp [Matrix.mul_apply]
    linarith
  · have h0 : κ * v 0 + -κ * v 1 = 0 := by
      simpa [diatomicHessian, Matrix.mulVec, dotProduct, Fin.sum_univ_two] using congrFun hv 0
    -- a displacement without restoring force moves both atoms equally
    have h1 : v 0 = v 1 := mul_left_cancel₀ hκ (by linarith)
    have h2 : ∀ i, v i = v 0 := by
      intro i
      fin_cases i
      · rfl
      · exact h1.symm
    ext i
    rw [h2 i]
    simp only [Matrix.mulVec, dotProduct, Matrix.of_apply, Fin.sum_univ_one]
    linear_combination (-2 * v 0) * hs
  · rintro ⟨a, rfl⟩
    ext i
    fin_cases i <;> simp [diatomicHessian, Matrix.mulVec, dotProduct, Fin.sum_univ_two]

end

end HessianZeroModes
```

```lean
#print axioms HessianZeroModes.inv_shifted_mul_hessian
#print axioms HessianZeroModes.isZeroModeBasis_of_isUnit
#print axioms HessianZeroModes.compliance_eq_unit_shift
#print axioms HessianZeroModes.static_response
```

```
'HessianZeroModes.inv_shifted_mul_hessian' depends on axioms: [propext, Classical.choice, Quot.sound]
'HessianZeroModes.isZeroModeBasis_of_isUnit' depends on axioms: [propext, Classical.choice, Quot.sound]
'HessianZeroModes.compliance_eq_unit_shift' depends on axioms: [propext, Classical.choice, Quot.sound]
'HessianZeroModes.static_response' depends on axioms: [propext, Classical.choice, Quot.sound]
```
